# Thermal smearing of a quadratic: the exact $\pi^2/6$ correction

Connect a conductor to two reservoirs at the same temperature and apply a small voltage. For non-interacting electrons, the linear conductance is proportional to the transmission probability averaged over energy, with weight $-f'(\varepsilon)$, where $f$ is the Fermi function. The weight is a peak a few $T$ wide around the chemical potential $\mu$, with $T$ the temperature in energy units. How far does the average of a function $g$ differ from its value $g(\mu)$?

For a quadratic $g$ the answer is exact at every $T>0$:

$$\int_{-\infty}^{\infty} g(\varepsilon)\,\bigl(-f'(\varepsilon)\bigr)\,d\varepsilon = g(\mu)+\frac{\pi^2}{6}T^2g''(\mu).$$

The Sommerfeld expansion treats more general smooth $g$ as an asymptotic series in $T$. The theorem here is its quadratic case, where the series stops. Energy runs over the whole real line and $\mu$ is a given number, so discrete levels, a band edge and the shift of $\mu$ at fixed electron number are not covered.

## The definitions

```lean
import Mathlib

open MeasureTheory Set Filter Topology
open scoped Real

namespace SommerfeldSmearing

noncomputable section
```

This loads Mathlib and opens the notation for integrals, limits and $\pi$.

```lean
/-- The dimensionless thermal broadening kernel. -/
def thermalKernel (x : ℝ) : ℝ := Real.exp x / (Real.exp x + 1) ^ 2
```

The dimensionless kernel is $k(x)=e^x/(e^x+1)^2$, for real $x$.

```lean
/-- The Fermi function at chemical potential `μ` and temperature `T` in energy units. -/
def fermi (μ T ε : ℝ) : ℝ := 1 / (Real.exp ((ε - μ) / T) + 1)
```

The Fermi function is $f(\varepsilon)=1/(e^{(\varepsilon-\mu)/T}+1)$. The definition accepts any real `T`; positivity enters as a hypothesis of the theorems.

```lean
/-- A quadratic function of energy. -/
def quadratic (a b c ε : ℝ) : ℝ := a + b * ε + c * ε ^ 2
```

The smeared function is $g(\varepsilon)=a+b\varepsilon+c\varepsilon^2$ with real coefficients. Its constant term belongs to $\varepsilon=0$, not to $\varepsilon=\mu$.

## The kernel and its weight

```lean
/-- The thermal broadening kernel is even. -/
theorem thermalKernel_neg (x : ℝ) : thermalKernel (-x) = thermalKernel x := by
  have h : Real.exp x * Real.exp (-x) = 1 := by
    rw [← Real.exp_add, add_neg_cancel, Real.exp_zero]
  unfold thermalKernel
  rw [div_eq_div_iff (by positivity) (by positivity)]
  linear_combination (Real.exp x - Real.exp (-x)) * h
```

The statement is $k(-x)=k(x)$. By hand, multiply numerator and denominator of $e^{-x}/(e^{-x}+1)^2$ by $e^{2x}$ to get $e^x/(1+e^x)^2$. Lean cross-multiplies the two fractions instead, and `linear_combination` closes the identity using $e^xe^{-x}=1$.

```lean
/-- The negative energy derivative of the Fermi function, times the temperature, is the
thermal broadening kernel at the reduced energy. -/
theorem neg_temp_mul_deriv_fermi (μ ε : ℝ) {T : ℝ} (hT : T ≠ 0) :
    -T * deriv (fermi μ T) ε = thermalKernel ((ε - μ) / T) := by
  have h1 : HasDerivAt (fun e : ℝ => (e - μ) / T) (1 / T) ε :=
    ((hasDerivAt_id' ε).sub_const μ).div_const T
  have hne : Real.exp ((ε - μ) / T) + 1 ≠ 0 := by positivity
  have h2 : HasDerivAt (fun e : ℝ => (Real.exp ((e - μ) / T) + 1)⁻¹)
      (-(Real.exp ((ε - μ) / T) * (1 / T)) / (Real.exp ((ε - μ) / T) + 1) ^ 2) ε :=
    (h1.exp.add_const 1).inv hne
  have h3 : fermi μ T = fun e : ℝ => (Real.exp ((e - μ) / T) + 1)⁻¹ := by
    funext e
    simp [fermi]
  rw [h3, h2.deriv, thermalKernel]
  generalize Real.exp ((ε - μ) / T) = E
  linear_combination (E / (E + 1) ^ 2) * mul_one_div_cancel hT
```

With $u=(\varepsilon-\mu)/T$, the chain rule gives

$$f'(\varepsilon)=-\frac1T\,\frac{e^u}{(e^u+1)^2},\qquad -Tf'(\varepsilon)=k(u).$$

`deriv (fermi μ T) ε` is the actual derivative of the defined function. The steps `h1` and `h2` differentiate $u$ and then the reciprocal.

```lean
lemma thermalKernel_abs (x : ℝ) : thermalKernel |x| = thermalKernel x := by
  rcases abs_choice x with h | h
  · rw [h]
  · rw [h, thermalKernel_neg]
```

Evenness also means $k(|x|)=k(x)$, the form needed to fold integrals onto the positive axis.

```lean
/-- The thermal broadening kernel integrates to one over the real line. -/
theorem integral_thermalKernel : ∫ x, thermalKernel x = 1 := by
  have t : Tendsto (fun x : ℝ => -(Real.exp x + 1)⁻¹) atTop (𝓝 (-0)) :=
    (tendsto_inv_atTop_zero.comp
      (tendsto_atTop_add_const_right _ 1 Real.tendsto_exp_atTop)).neg
  rw [neg_zero] at t
  -- an explicit antiderivative on the positive half-line
  have hd : ∀ x ∈ Ici (0 : ℝ),
      HasDerivAt (fun x : ℝ => -(Real.exp x + 1)⁻¹) (thermalKernel x) x := by
    intro x _
    have hne : Real.exp x + 1 ≠ 0 := by positivity
    refine (((Real.hasDerivAt_exp x).add_const 1).inv hne).neg.congr_deriv ?_
    unfold thermalKernel
    ring
  have half := integral_Ioi_of_hasDerivAt_of_nonneg' hd
    (fun x _ => by unfold thermalKernel; positivity) t
  have h := integral_comp_abs (f := thermalKernel)
  simp only [thermalKernel_abs] at h
  rw [h, half, Real.exp_zero]
  norm_num
```

The claim is $\int_{-\infty}^{\infty}k(x)\,dx=1$. Since $\frac{d}{dx}\left[-\frac{1}{e^x+1}\right]=k(x)$,

$$\int_0^\infty k(x)\,dx=0-\left(-\tfrac12\right)=\tfrac12,$$

and evenness doubles this. In the proof, `t` is the limit at infinity, `hd` the antiderivative, `half` the half-line integral, and `integral_comp_abs` does the doubling.

## The second moment

```lean
lemma integral_sq_mul_exp {r : ℝ} (hr : 0 < r) :
    ∫ x in Ioi (0 : ℝ), x ^ 2 * Real.exp (-(r * x)) = 2 / r ^ 3 := by
  have hG : Real.Gamma 3 = 2 := by
    rw [show (3 : ℝ) = ((2 : ℕ) : ℝ) + 1 by norm_num, Real.Gamma_nat_eq_factorial]
    norm_num [Nat.factorial]
  have h3 : (1 / r) ^ (3 : ℝ) = 1 / r ^ 3 := by
    rw [show (3 : ℝ) = ((3 : ℕ) : ℝ) by norm_num, Real.rpow_natCast, one_div_pow]
  have h := Real.integral_rpow_mul_exp_neg_mul_Ioi (a := 3) (r := r) (by norm_num) hr
  rw [hG, h3, show (3 : ℝ) - 1 = ((2 : ℕ) : ℝ) by norm_num] at h
  simp only [Real.rpow_natCast] at h
  rw [h]
  ring
```

For $r>0$ this is $\int_0^\infty x^2e^{-rx}\,dx=\Gamma(3)/r^3=2/r^3$. `Ioi 0` denotes the open half-line $(0,\infty)$.

```lean
lemma hasSum_of_eq {f g : ℕ → ℝ} {s t : ℝ} (h : HasSum f s) (hf : ∀ n, g n = f n)
    (hs : t = s) : HasSum g t := by
  have hg : g = f := funext hf
  rw [hg, hs]
  exact h
```

`HasSum f s` says that the series with terms `f n` converges to `s` in whatever order the terms are added, which is stronger than ordinary convergence. This helper replaces the terms and the value by equal expressions.

```lean
/-- The alternating sum of inverse squares `1 - 1/4 + 1/9 - ...` is `π² / 12`. -/
theorem hasSum_alternating :
    HasSum (fun n : ℕ => -(-1 : ℝ) ^ n * (1 / (n : ℝ) ^ 2)) (π ^ 2 / 12) := by
  have hz := hasSum_zeta_two
  have hE : HasSum (fun k : ℕ => 1 / ((2 * k : ℕ) : ℝ) ^ 2) (π ^ 2 / 24) := by
    refine hasSum_of_eq (hz.mul_left (1 / 4)) (fun k => ?_) ?_
    · push_cast
      ring
    · ring
  have hO : Summable (fun k : ℕ => 1 / ((2 * k + 1 : ℕ) : ℝ) ^ 2) :=
    hz.summable.comp_injective (i := fun k : ℕ => 2 * k + 1)
      (fun a b h => by have h' : 2 * a + 1 = 2 * b + 1 := h; omega)
  have hs := (HasSum.even_add_odd (f := fun n : ℕ => 1 / (n : ℝ) ^ 2) hE hO.hasSum).unique hz
  -- flip the sign of the even terms
  have h := HasSum.even_add_odd (f := fun n : ℕ => -(-1 : ℝ) ^ n * (1 / (n : ℝ) ^ 2))
    (m := -(π ^ 2 / 24)) (m' := ∑' k : ℕ, 1 / ((2 * k + 1 : ℕ) : ℝ) ^ 2)
    (by
      refine hasSum_of_eq hE.neg (fun k => ?_) rfl
      have hk : (-1 : ℝ) ^ (2 * k) = 1 := by simp [pow_mul]
      rw [hk]
      ring)
    (by
      convert hO.hasSum using 1
      funext k
      have hk : (-1 : ℝ) ^ (2 * k + 1) = -1 := by simp [pow_succ, pow_mul]
      rw [hk]
      ring)
  convert h using 1
  linarith
```

The sum is $1-\frac14+\frac19-\dots=\frac{\pi^2}{12}$; Lean's index starts at $n=0$, where the term is zero because Lean sets $1/0=0$. Start from $\sum_{n\ge1}1/n^2=\pi^2/6$. The even terms give a quarter of it, $\pi^2/24$, so the odd terms give $\pi^2/6-\pi^2/24=\pi^2/8$. With the even terms negative,

$$\frac{\pi^2}{8}-\frac{\pi^2}{24}=\frac{\pi^2}{12}.$$

The names `hE` and `hO` mark the even and odd parts.

```lean
/-- The second moment of the thermal broadening kernel is `π² / 3`. -/
theorem integral_sq_mul_thermalKernel : ∫ x, x ^ 2 * thermalKernel x = π ^ 2 / 3 := by
  let F : ℕ → ℝ → ℝ := fun n x => (-(-1) ^ n * n) * (x ^ 2 * Real.exp (-(n * x)))
  have hI : ∀ n, ∫ x in Ioi (0 : ℝ), F n x = 2 * (-(-1) ^ n * (1 / (n : ℝ) ^ 2)) := by
    intro n
    rcases Nat.eq_zero_or_pos n with rfl | hn
    · simp [F]
    · have hn' : (0 : ℝ) < n := by exact_mod_cast hn
      simp only [F]
      rw [integral_const_mul, integral_sq_mul_exp hn']
      field_simp
  have hint : ∀ n, Integrable (F n) (volume.restrict (Ioi (0 : ℝ))) := by
    intro n
    rcases Nat.eq_zero_or_pos n with rfl | hn
    · simp [F]
    · have hn' : (0 : ℝ) < n := by exact_mod_cast hn
      refine Integrable.const_mul (not_imp_comm.1 integral_undef ?_) _
      rw [integral_sq_mul_exp hn']
      positivity
  have hN : ∀ n, ∫ x in Ioi (0 : ℝ), ‖F n x‖ = 2 * (1 / (n : ℝ) ^ 2) := by
    intro n
    have hx : ∀ x, ‖F n x‖ = n * (x ^ 2 * Real.exp (-(n * x))) := by
      intro x
      simp only [F]
      rw [norm_mul, Real.norm_of_nonneg (show 0 ≤ x ^ 2 * Real.exp (-(n * x)) by positivity)]
      congr 1
      simp
    simp only [hx]
    rcases Nat.eq_zero_or_pos n with rfl | hn
    · simp
    · have hn' : (0 : ℝ) < n := by exact_mod_cast hn
      rw [integral_const_mul, integral_sq_mul_exp hn']
      field_simp
  -- expand the kernel in powers of `exp (-x)` and integrate term by term
  have hsum := hasSum_integral_of_summable_integral_norm hint
    (by simp only [hN]; exact hasSum_zeta_two.summable.mul_left 2)
  simp only [hI] at hsum
  have hval := hsum.unique (hasSum_alternating.mul_left 2)
  have hpt : ∫ x in Ioi (0 : ℝ), x ^ 2 * thermalKernel x
      = ∫ x in Ioi (0 : ℝ), ∑' n, F n x := by
    refine setIntegral_congr_fun measurableSet_Ioi (fun x hx => ?_)
    have hx0 : 0 < x := hx
    have hr : ‖-Real.exp (-x)‖ < 1 := by
      rw [norm_neg, Real.norm_of_nonneg (Real.exp_pos _).le, Real.exp_lt_one_iff]
      linarith
    have hs : HasSum (fun n => F n x) (x ^ 2 * thermalKernel x) := by
      refine hasSum_of_eq ((hasSum_coe_mul_geometric_of_norm_lt_one hr).mul_left (-x ^ 2))
        (fun n => ?_) ?_
      · have he : Real.exp (-(n * x)) = Real.exp (-x) ^ n := by
          rw [← Real.exp_nat_mul]
          congr 1
          ring
        simp only [F]
        rw [he, neg_pow (Real.exp (-x)) n]
        ring
      · rw [← thermalKernel_neg x, thermalKernel]
        ring
    exact hs.tsum_eq.symm
  have h := integral_comp_abs (f := fun x => x ^ 2 * thermalKernel x)
  simp only [sq_abs, thermalKernel_abs] at h
  rw [h, hpt, hval]
  ring
```

The claim is $\int_{-\infty}^{\infty}x^2k(x)\,dx=\pi^2/3$. For $x>0$ put $q=e^{-x}<1$. By evenness and the series $\sum_n n r^n=r/(1-r)^2$ at $r=-q$,

$$k(x)=\frac{q}{(1+q)^2}=\sum_{n\ge1}(-1)^{n+1}n\,e^{-nx}.$$

Multiply by $x^2$ and integrate each term:

$$(-1)^{n+1}n\cdot\frac{2}{n^3}=\frac{2(-1)^{n+1}}{n^2}.$$

The integrals of the absolute values are $2/n^2$, which are summable, so sum and integral may be exchanged. The half-line moment is $2\cdot\pi^2/12=\pi^2/6$, and evenness doubles it.

In Lean, `F n` is the $n$-th term, `hI` its integral, `hN` the integral of its absolute value, and `hpt` replaces the kernel by the series.

One technique here is worth reusing. Mathlib assigns the integral of a non-integrable function the value zero, so a nonzero value proves integrability. The expression `not_imp_comm.1 integral_undef` turns an integral already computed into the integrability statement, with no separate estimate.

## Smearing a quadratic

```lean
/-- Smearing a quadratic in the reduced energy keeps its constant term and adds `π² / 3`
times its quadratic coefficient. -/
theorem integral_quadratic_mul_thermalKernel (a b c : ℝ) :
    ∫ x, (a + b * x + c * x ^ 2) * thermalKernel x = a + π ^ 2 / 3 * c := by
  have h0 : Integrable thermalKernel :=
    not_imp_comm.1 integral_undef (by rw [integral_thermalKernel]; exact one_ne_zero)
  have h2 : Integrable (fun x => x ^ 2 * thermalKernel x) :=
    not_imp_comm.1 integral_undef (by rw [integral_sq_mul_thermalKernel]; positivity)
  -- the first moment is dominated by the zeroth and second, and vanishes by parity
  have h1 : Integrable (fun x => x * thermalKernel x) := by
    refine (h0.add h2).mono' (aestronglyMeasurable_id.mul h0.aestronglyMeasurable)
      (Eventually.of_forall fun x => ?_)
    have hk : 0 ≤ thermalKernel x := by unfold thermalKernel; positivity
    have hx : |x| ≤ 1 + x ^ 2 := by
      nlinarith [sq_nonneg (|x| - 1), sq_abs x, abs_nonneg x]
    rw [norm_mul, Real.norm_eq_abs, Real.norm_of_nonneg hk]
    show |x| * thermalKernel x ≤ thermalKernel x + x ^ 2 * thermalKernel x
    nlinarith [mul_le_mul_of_nonneg_right hx hk]
  have hodd : ∫ x, x * thermalKernel x = 0 := by
    have h := integral_neg_eq_self (fun x => x * thermalKernel x) volume
    simp only [thermalKernel_neg, neg_mul, integral_neg] at h
    linarith
  have ha : Integrable (fun x => a * thermalKernel x) := h0.const_mul a
  have hb : Integrable (fun x => b * (x * thermalKernel x)) := h1.const_mul b
  have hc : Integrable (fun x => c * (x ^ 2 * thermalKernel x)) := h2.const_mul c
  have hab : Integrable (fun x => a * thermalKernel x + b * (x * thermalKernel x)) := ha.add hb
  have e : (fun x => (a + b * x + c * x ^ 2) * thermalKernel x) = fun x =>
      a * thermalKernel x + b * (x * thermalKernel x) + c * (x ^ 2 * thermalKernel x) := by
    funext x
    ring
  rw [e, integral_add hab hc, integral_add ha hb, integral_const_mul, integral_const_mul,
    integral_const_mul, integral_thermalKernel, hodd, integral_sq_mul_thermalKernel]
  ring
```

In the reduced variable,

$$\int_{-\infty}^{\infty}(a+bx+cx^2)\,k(x)\,dx=a\cdot1+b\cdot0+c\cdot\frac{\pi^2}{3}.$$

The middle integral vanishes because $x\,k(x)$ is odd. Splitting the integral requires all three pieces to be integrable. The zeroth and second moments are nonzero, so the technique above applies to them; the first moment is zero and needs the bound $|x|\le1+x^2$, which is `h1`.

```lean
lemma deriv_deriv_quadratic (a b c x : ℝ) : deriv (deriv (quadratic a b c)) x = 2 * c := by
  have h1 : deriv (quadratic a b c) = fun y => b + 2 * c * y := by
    funext y
    have h : HasDerivAt (fun z : ℝ => a + b * z + c * z ^ 2)
        (b * 1 + c * (((2 : ℕ) : ℝ) * y ^ (2 - 1))) y :=
      (((hasDerivAt_id' y).const_mul b).const_add a).fun_add ((hasDerivAt_pow 2 y).const_mul c)
    exact h.deriv.trans (by norm_num; ring)
  have h2 : HasDerivAt (fun y : ℝ => b + 2 * c * y) (2 * c * 1) x :=
    ((hasDerivAt_id' x).const_mul (2 * c)).const_add b
  rw [h1, h2.deriv, mul_one]
```

The second derivative is $g''(x)=2c$ at every $x$. This is where a factor of two is easily lost: $\pi^2/3$ multiplies the coefficient $c$, while $\pi^2/6$ multiplies $g''$.

```lean
/-- Sommerfeld formula for quadratics: averaging `g` with the negative derivative of the Fermi
function gives `g(μ) + (π² / 6) T² g''(μ)` at every positive temperature. -/
theorem sommerfeld_quadratic (a b c μ : ℝ) {T : ℝ} (hT : 0 < T) :
    ∫ ε, quadratic a b c ε * (-deriv (fermi μ T) ε)
      = quadratic a b c μ + π ^ 2 / 6 * T ^ 2 * deriv (deriv (quadratic a b c)) μ := by
  let H : ℝ → ℝ := fun y => 1 / T *
    ((quadratic a b c μ + (b + 2 * c * μ) * T * y + c * T ^ 2 * y ^ 2) * thermalKernel y)
  -- pass to the reduced energy `y = (ε - μ) / T`
  have e : ∀ ε, quadratic a b c ε * (-deriv (fermi μ T) ε) = H ((ε - μ) / T) := by
    intro ε
    have hd : -deriv (fermi μ T) ε = thermalKernel ((ε - μ) / T) / T := by
      rw [eq_div_iff hT.ne', ← neg_temp_mul_deriv_fermi μ ε hT.ne']
      ring
    have h : T * ((ε - μ) / T) = ε - μ := by field_simp
    rw [hd]
    simp only [H]
    generalize (ε - μ) / T = y at h ⊢
    unfold quadratic
    linear_combination -(b + c * (ε + μ + T * y)) * (thermalKernel y / T) * h
  calc ∫ ε, quadratic a b c ε * (-deriv (fermi μ T) ε)
      = ∫ ε, H ((ε - μ) / T) := by simp only [e]
    _ = ∫ z, H (z / T) := integral_sub_right_eq_self (fun z => H (z / T)) μ
    _ = |T| • ∫ y, H y := Measure.integral_comp_div H T
    _ = _ := by
      simp only [H]
      rw [integral_const_mul, integral_quadratic_mul_thermalKernel, deriv_deriv_quadratic,
        abs_of_pos hT, smul_eq_mul]
      linear_combination (quadratic a b c μ + π ^ 2 / 3 * (c * T ^ 2)) *
        mul_one_div_cancel hT.ne'
```

Substitute $\varepsilon=\mu+Ty$. Then

$$g(\mu+Ty)=g(\mu)+(b+2c\mu)T\,y+cT^2y^2,$$

and $-f'(\varepsilon)\,d\varepsilon=\frac{k(y)}{T}\,T\,dy=k(y)\,dy$. The previous integral gives

$$g(\mu)+\frac{\pi^2}{3}cT^2=g(\mu)+\frac{\pi^2}{6}T^2g''(\mu).$$

Setting $\mu=0$ and $T=1$ leaves $g(0)+\frac{\pi^2}{6}g''(0)$. In Lean, `H` is the integrand in the variable $y$, including the factor $1/T$. The `calc` block shifts by $\mu$, rescales by $T$, and inserts the moments.

The hypothesis `hT : 0 < T` matters because rescaling produces $|T|$, while the derivative produces $1/T$. Take $g=1$, $\mu=0$ and $T=-1$: the Fermi function now rises from 0 to 1, so the left side is $-1$ while the right side is $1$.

```lean
/-- At positive temperature, smearing a quadratic leaves its value at the chemical potential
unchanged exactly when its quadratic coefficient is zero. -/
theorem smearing_exact_iff (a b c μ : ℝ) {T : ℝ} (hT : 0 < T) :
    ∫ ε, quadratic a b c ε * (-deriv (fermi μ T) ε) = quadratic a b c μ ↔ c = 0 := by
  rw [sommerfeld_quadratic a b c μ hT, deriv_deriv_quadratic]
  have hp : π ^ 2 / 6 * T ^ 2 ≠ 0 := by positivity
  constructor
  · intro h
    have h0 : π ^ 2 / 6 * T ^ 2 * (2 * c) = 0 := by linarith
    have h1 := (mul_eq_zero.1 h0).resolve_left hp
    linarith
  · intro h
    rw [h]
    ring

end

end SommerfeldSmearing
```

Smearing returns exactly $g(\mu)$ if and only if $c=0$. The difference between the two is $\frac{\pi^2}{3}T^2c$, and its prefactor is nonzero for $T>0$. Constant and linear functions therefore pass through unchanged, and a quadratic with $c\neq0$ never does.

```lean
#print axioms SommerfeldSmearing.smearing_exact_iff
```

```
'SommerfeldSmearing.smearing_exact_iff' depends on axioms: [propext, Classical.choice, Quot.sound]
```

## In a calculation

In a conductance code for non-interacting electrons, the average is usually a sum over an energy grid. The three moments $1$, $0$ and $\pi^2/3$ give a direct check of that grid: insert $1$, $y$ and $y^2$ with $y=(\varepsilon-\mu)/T$ and compare. A window that is too narrow shows most clearly in the second moment, since $y^2$ gives the tails more weight. The check concerns the thermal weight only: a grid can pass it and still miss a narrow resonance in the transmission.

Evenness helps with the evaluation too. Typed in as defined, $k(x)$ overflows for large positive $x$; the equal expression $e^{-|x|}/(1+e^{-|x|})^2$ does not.

If the transmission is close to its second-order Taylor polynomial over the thermal window, $\frac{\pi^2}{6}T^2g''(\mu)$ also serves as an estimate of the thermal correction. How good the estimate is depends on the neglected remainder, which has to be bounded separately.
